# A curvature sum rule for the Fourier transform of a pair interaction on a periodic grid

The theorem `curvature_identity` concerns a real pair interaction v(d), a function of the separation d on a periodic grid of N ≥ 1 points, with no symmetry under d → −d assumed. Its discrete Fourier transform is the plain sum of exp(−2πi dk/N) v(d), without a factor 1/N. The theorem says that, for every k, the real part of this transform times 2 − 2 cos(2πk/N) equals the sum over d of the second difference v(d+1) + v(d−1) − 2v(d), weighted by 1 − cos(2πdk/N). The attempt shifts the grid by one point each way, which multiplies the transform by a phase, then takes real parts and uses the fact that the second differences sum to zero round the ring.

As first written in Lean, the proof fails:

```lean
import Mathlib

open scoped ComplexConjugate

namespace CurvatureIdentity

noncomputable section

/- The plane-wave phase `χ x = exp (2 π i x / N)` on the periodic grid. -/
local notation "χ" => ZMod.stdAddChar

variable {N : ℕ} [NeZero N]

/-- The discrete Fourier transform on a periodic grid of `N` points,
the sum over `d` of `exp (-2 π i d k / N) f(d)`. -/
def gridFT (f : ZMod N → ℂ) (k : ZMod N) : ℂ :=
  ∑ d, χ (-(d * k)) * f d

/-- The discrete curvature (second difference) of a pair interaction. -/
def curvature (v : ZMod N → ℝ) (d : ZMod N) : ℝ :=
  v (d + 1) + v (d - 1) - 2 * v d

/-- Translating a function on the grid multiplies its transform by a phase. -/
theorem gridFT_shift (f : ZMod N → ℂ) (a k : ZMod N) :
    gridFT (fun d => f (d + a)) k = χ (a * k) * gridFT f k := by
  have h := Equiv.sum_comp (Equiv.addRight a) (fun d => χ (a * k) * (χ (-(d * k)) * f d))
  simp only [Equiv.coe_addRight] at h
  simp only [gridFT, Finset.mul_sum]
  rw [← h]
  refine Finset.sum_congr rfl fun d _ => ?_
  have e := AddChar.map_add_eq_mul (ZMod.stdAddChar (N := N)) (a * k) (-((d + a) * k))
  rw [show a * k + -((d + a) * k) = -(d * k) by ring] at e
  rw [e, mul_assoc]

/-- The real part of the transform of a real interaction, times `2 - 2 cos (2 π k / N)`, is
the sum of the curvatures weighted by `1 - cos (2 π d k / N)`. -/
theorem curvature_identity (v : ZMod N → ℝ) (k : ZMod N) :
    (2 - 2 * (χ k : ℂ).re) * (gridFT (fun d => (v d : ℂ)) k).re
      = ∑ d, curvature v d * (1 - (χ (d * k) : ℂ).re) := by
  -- shifting the grid by one point multiplies the transform by a phase
  have h1 : ∑ d, χ (-(d * k)) * (v (d + 1) : ℂ)
      = χ k * gridFT (fun d => (v d : ℂ)) k := by
    rw [gridFT, Finset.mul_sum]
    refine Eq.trans ?_ (Equiv.sum_comp (Equiv.addRight (1 : ZMod N))
      (fun d => χ k * (χ (-(d * k)) * (v d : ℂ))))
    refine Finset.sum_congr rfl fun d _ => ?_
    change _ = χ k * (χ (-((d + 1) * k)) * (v (d + 1) : ℂ))
    rw [← mul_assoc, ← AddChar.map_add_eq_mul,
      show k + -((d + 1) * k) = -(d * k) by ring]
  have h2 : ∑ d, χ (-(d * k)) * (v (d - 1) : ℂ)
      = χ (-k) * gridFT (fun d => (v d : ℂ)) k := by
    rw [gridFT, Finset.mul_sum]
    refine Eq.trans ?_ (Equiv.sum_comp (Equiv.subRight (1 : ZMod N))
      (fun d => χ (-k) * (χ (-(d * k)) * (v d : ℂ))))
    refine Finset.sum_congr rfl fun d _ => ?_
    change _ = χ (-k) * (χ (-((d - 1) * k)) * (v (d - 1) : ℂ))
    rw [← mul_assoc, ← AddChar.map_add_eq_mul,
      show -k + -((d - 1) * k) = -(d * k) by ring]
  have hre (d : ZMod N) (r : ℝ) :
      (χ (-(d * k)) * (r : ℂ)).re = (χ (d * k) : ℂ).re * r := by
    rw [AddChar.map_neg_eq_conj, Complex.re_mul_ofReal, Complex.conj_re]
  have r0 : ∑ d, (χ (d * k) : ℂ).re * v d = (gridFT (fun d => (v d : ℂ)) k).re := by
    rw [gridFT, Complex.re_sum]
    exact Finset.sum_congr rfl fun d _ => (hre d _).symm
  have r1 := congrArg Complex.re h1
  have r2 := congrArg Complex.re h2
  rw [Complex.re_sum, Finset.sum_congr rfl fun d _ => hre d _, Complex.mul_re] at r1 r2
  rw [AddChar.map_neg_eq_conj, Complex.conj_re, Complex.conj_im] at r2
  -- the curvatures add up to zero around the ring
  have s1 : ∑ d, v (d + 1) = ∑ d, v d := Equiv.sum_comp (Equiv.addRight (1 : ZMod N)) v
  have s2 : ∑ d, v (d - 1) = ∑ d, v d := Equiv.sum_comp (Equiv.subRight (1 : ZMod N)) v
  have split : ∑ d, curvature v d * (1 - (χ (d * k) : ℂ).re)
      = (∑ d, v (d + 1) + ∑ d, v (d - 1) - 2 * ∑ d, v d)
        - (∑ d, (χ (d * k) : ℂ).re * v (d + 1) + ∑ d, (χ (d * k) : ℂ).re * v (d - 1)
          - 2 * ∑ d, (χ (d * k) : ℂ).re * v d) := by
    simp only [Finset.mul_sum, ← Finset.sum_add_distrib, ← Finset.sum_sub_distrib]
    exact Finset.sum_congr rfl fun d _ => by rw [curvature]; ring
  rw [split, s1, s2, r0, r1, r2]
  ring

end

end CurvatureIdentity
```

Compiling this gives:

```
Main.lean:47:4: error: (deterministic) timeout at `whnf`, maximum number of heartbeats (200000) has been reached

Note: Use `set_option maxHeartbeats <num>` to set the limit.

Hint: Additional diagnostic information may be available using the `set_option diagnostics true` command.
Main.lean:59:2: error: (deterministic) timeout at `«tactic execution»`, maximum number of heartbeats (200000) has been reached

Note: Use `set_option maxHeartbeats <num>` to set the limit.

Hint: Additional diagnostic information may be available using the `set_option diagnostics true` command.
```

The repair, with which the file compiles:

```diff
@@ -38,33 +38,18 @@
     (2 - 2 * (χ k : ℂ).re) * (gridFT (fun d => (v d : ℂ)) k).re
       = ∑ d, curvature v d * (1 - (χ (d * k) : ℂ).re) := by
-  -- shifting the grid by one point multiplies the transform by a phase
-  have h1 : ∑ d, χ (-(d * k)) * (v (d + 1) : ℂ)
-      = χ k * gridFT (fun d => (v d : ℂ)) k := by
-    rw [gridFT, Finset.mul_sum]
-    refine Eq.trans ?_ (Equiv.sum_comp (Equiv.addRight (1 : ZMod N))
-      (fun d => χ k * (χ (-(d * k)) * (v d : ℂ))))
-    refine Finset.sum_congr rfl fun d _ => ?_
-    change _ = χ k * (χ (-((d + 1) * k)) * (v (d + 1) : ℂ))
-    rw [← mul_assoc, ← AddChar.map_add_eq_mul,
-      show k + -((d + 1) * k) = -(d * k) by ring]
-  have h2 : ∑ d, χ (-(d * k)) * (v (d - 1) : ℂ)
-      = χ (-k) * gridFT (fun d => (v d : ℂ)) k := by
-    rw [gridFT, Finset.mul_sum]
-    refine Eq.trans ?_ (Equiv.sum_comp (Equiv.subRight (1 : ZMod N))
-      (fun d => χ (-k) * (χ (-(d * k)) * (v d : ℂ))))
-    refine Finset.sum_congr rfl fun d _ => ?_
-    change _ = χ (-k) * (χ (-((d - 1) * k)) * (v (d - 1) : ℂ))
-    rw [← mul_assoc, ← AddChar.map_add_eq_mul,
-      show -k + -((d - 1) * k) = -(d * k) by ring]
-  have hre (d : ZMod N) (r : ℝ) :
-      (χ (-(d * k)) * (r : ℂ)).re = (χ (d * k) : ℂ).re * r := by
-    rw [AddChar.map_neg_eq_conj, Complex.re_mul_ofReal, Complex.conj_re]
-  have r0 : ∑ d, (χ (d * k) : ℂ).re * v d = (gridFT (fun d => (v d : ℂ)) k).re := by
-    rw [gridFT, Complex.re_sum]
-    exact Finset.sum_congr rfl fun d _ => (hre d _).symm
-  have r1 := congrArg Complex.re h1
-  have r2 := congrArg Complex.re h2
-  rw [Complex.re_sum, Finset.sum_congr rfl fun d _ => hre d _, Complex.mul_re] at r1 r2
-  rw [AddChar.map_neg_eq_conj, Complex.conj_re, Complex.conj_im] at r2
+  have hre (w : ZMod N → ℝ) : (gridFT (fun d => (w d : ℂ)) k).re
+      = ∑ d, (χ (d * k) : ℂ).re * w d := by
+    simp only [gridFT, Complex.re_sum, AddChar.map_neg_eq_conj, Complex.mul_re,
+      Complex.conj_re, Complex.ofReal_re, Complex.ofReal_im, mul_zero, sub_zero]
+  have r1 : ∑ d, (χ (d * k) : ℂ).re * v (d + 1)
+      = (χ k * gridFT (fun d => (v d : ℂ)) k).re := by
+    have h := gridFT_shift (fun d => (v d : ℂ)) 1 k
+    simp only [one_mul] at h
+    exact (hre fun d => v (d + 1)).symm.trans (congrArg Complex.re h)
+  have r2 : ∑ d, (χ (d * k) : ℂ).re * v (d - 1)
+      = (conj (χ k : ℂ) * gridFT (fun d => (v d : ℂ)) k).re := by
+    have h := gridFT_shift (fun d => (v d : ℂ)) (-1) k
+    simp only [← sub_eq_add_neg, neg_mul, one_mul, AddChar.map_neg_eq_conj] at h
+    exact (hre fun d => v (d - 1)).symm.trans (congrArg Complex.re h)
   -- the curvatures add up to zero around the ring
   have s1 : ∑ d, v (d + 1) = ∑ d, v d := Equiv.sum_comp (Equiv.addRight (1 : ZMod N)) v
@@ -76,5 +61,6 @@
     simp only [Finset.mul_sum, ← Finset.sum_add_distrib, ← Finset.sum_sub_distrib]
     exact Finset.sum_congr rfl fun d _ => by rw [curvature]; ring
-  rw [split, s1, s2, r0, r1, r2]
+  rw [split, s1, s2, r1, r2, ← hre v]
+  simp only [Complex.mul_re, Complex.conj_re, Complex.conj_im]
   ring
 
```

The first timeout is at the `change` in `h1`. There the summand still contains `Equiv.addRight 1` applied to `d`, and `change` asks Lean to accept `d + 1` in its place by unfolding definitions, inside a product of complex phases. That check ran out of heartbeats; the message does not say which unfolding was costly. The second timeout, at `have hre`, shows no separate fault: the limit covers the whole declaration and was already spent.

The repair drops `h1` and `h2`, and with them both `change` steps, and uses the lemma `gridFT_shift`, proved earlier in the file, with shifts `1` and `-1`. That lemma's proof rewrites the shift explicitly with `Equiv.coe_addRight`, so no such check is needed.

The other changes fit the rest of the proof to this. `hre` now gives the real part of a whole transform, which makes `r0` unnecessary, and `r1` and `r2` combine it with the shift lemma. They leave the real parts of the products unexpanded, so a `simp only` expands them before the final `ring`.
